# Two k-point grids, weighted 1/3 and 2/3, integrate the cusped band k(1−k) exactly

## A ring of N cells and its boundary condition

For non-interacting particles, the energy per cell and per spin of a filled band in an infinite crystal is the average of the band energy over the Brillouin zone. A calculation on a finite ring of \(N\) cells replaces it by an average over \(N\) wavevectors. If the Bloch function picks up a phase \(2\pi s\) on going once round the ring, the allowed wavevectors are

\[
k=\frac{r+s}{N},\qquad r=0,1,\dots,N-1,
\]

with \(k\) in units of the reciprocal lattice vector. Periodic boundary conditions give \(s=0\), antiperiodic ones \(s=1/2\). How far is the finite average from the zone average, and can a combination of boundary conditions remove the difference?

The answer depends on how smooth the band is. Here it has a kink:

\[
g(k)=k(1-k)\quad(0\le k\le 1),\qquad g(k+1)=g(k).
\]

Such a kink occurs in the lowest band of a free particle folded into a one-dimensional zone. If its energy is \(p^2\) at wavevector \(p\), \(-1/2\le p\le 1/2\), then \(k=p+1/2\) gives \(p^2=1/4-g(k)\), with the kink at the zone boundary. In this example \(k\) is the wavevector measured from the zone boundary, which adds \(N/2\) to the grid offset: for even \(N\) periodic boundary conditions still give the grid \(s=0\), but for odd \(N\) they give \(s=1/2\) and antiperiodic ones give \(s=0\), so the weights found below change places between the two boundary conditions. Outside this example \(g\) itself is the band energy, not a density of states; the constant and the sign in \(1/4-g\) do not change which weights are exact.

## The error law and the exact mixture

Write \(A_N(s)\) for the average of \(g\) over the grid with offset \(s\). For every \(N\ge1\) and \(0\le s\le1\),

\[
A_N(s)=\frac16+\frac{g(s)-\frac16}{N^2},\qquad \int_0^1 g(k)\,dk=\frac16 .
\]

In particular,

\[
A_N(0)=\frac16-\frac1{6N^2},\qquad A_N(\tfrac12)=\frac16+\frac1{12N^2},
\]

\[
\tfrac13A_N(0)+\tfrac23A_N(\tfrac12)=\int_0^1 g(k)\,dk .
\]

With weights \(w\) and \(1-w\) on these two grids, only \(w=1/3\) is exact. A single grid with \(0\le s\le1\) is exact precisely when \(s=1/2\pm\sqrt3/6\), whatever the value of \(N\).

For non-interacting particles filling this one model band, twist averaging over two boundary conditions with these weights therefore removes the whole finite-size error of the energy per cell.

## How the Lean statements encode this

`band` is \(g\), written with the fractional part `Int.fract k`, so periodicity is built into the definition. `gridAverage g N s` is the sum over `range N`, that is \(r=0,\dots,N-1\), divided by `N`; its argument `g` may be any real function, and the theorems take it to be `band`. Thus \(A_N(s)\) is `gridAverage band N s`. The offset `s` is measured in grid spacings, so the shift in \(k\) is \(s/N\). Energies are dimensionless.

The hypothesis `hN : 1 ≤ N` says that the grid has at least one point, and `h0`, `h1` keep the offset between 0 and 1 inclusive. The zone average is Lean's integral of `band` from 0 to 1, and its value is computed. The cusp is expressed by two one-sided derivatives at 0, on the sets `Set.Ici 0` (\(k\ge0\)) and `Set.Iic 0` (\(k\le0\)).

The step from this model to a material is the assumption that the integrand is exactly this parabola, with its only kink at a point of the unshifted grid. A real band is not exactly a parabola. If gaps separate it from the other bands, it is smooth and has no kink at all; if it touches another band, a kink may lie elsewhere; and in a metal it may be only partly occupied. The weights 1/3 and 2/3 are established for the model band alone.

## From the sum to the error law

**The cusp.** For small \(h>0\), \(g(h)/h=1-h\to1\). By periodicity \(g(-h)=g(1-h)=h(1-h)\), so \(g(-h)/(-h)=-(1-h)\to-1\). The slopes on the two sides differ.

**The integral.** On the zone \(g(k)=k-k^2\), so the integral is \(1/2-1/3=1/6\).

**The grid sum.** Since \(r+1\le N\) and \(0\le s\le1\), every point \((r+s)/N\) lies in \([0,1]\), where the parabola applies:

\[
A_N(s)=\frac1{N^3}\sum_{r=0}^{N-1}(r+s)(N-r-s).
\]

The two sums needed are

\[
\sum_{r=0}^{N-1}(r+s)=\frac{N(N-1)}2+Ns,
\]

\[
\sum_{r=0}^{N-1}(r+s)^2=\frac{N(N-1)(2N-1)}6+sN(N-1)+Ns^2 .
\]

Multiply the first by \(N\) and subtract the second. The terms in \(N^2\) cancel, leaving

\[
\frac{N^3}6-\frac N6+Ns(1-s).
\]

Division by \(N^3\) gives the error law.

**The mixture.** With \(g(0)=0\) and \(g(1/2)=1/4\), the errors of the two grids are \(-1/(6N^2)\) and \(1/(12N^2)\). Weights \(w\) and \(1-w\) leave the error

\[
-\frac{w}{6N^2}+\frac{1-w}{12N^2}=\frac{1-3w}{12N^2},
\]

which vanishes only at \(w=1/3\).

**A single grid.** The error vanishes when \(s(1-s)=1/6\), or \(s^2-s+1/6=0\). The roots are \(s=1/2\pm\sqrt3/6\), about 0.211 and 0.789.

## One point, then three

For \(N=1\) the unshifted grid is the single point \(k=0\), with average 0, and the half-shifted grid is \(k=1/2\), with average \(1/4\). The mixture is \(\frac23\cdot\frac14=\frac16\), already the full integral.

For \(N=3\) the unshifted points are \(0,\frac13,\frac23\), and the half-shifted ones are \(\frac16,\frac12,\frac56\). Hence

\[
A_3(0)=\frac13\left(0+\frac29+\frac29\right)=\frac4{27},\qquad
A_3(\tfrac12)=\frac13\left(\frac5{36}+\frac9{36}+\frac5{36}\right)=\frac{19}{108}.
\]

The first is too small by \(1/54\), the second too large by \(1/108\). The mixture is

\[
\frac13\cdot\frac4{27}+\frac23\cdot\frac{19}{108}=\frac8{162}+\frac{19}{162}=\frac16 .
\]

## The complete Lean file

```lean
import Mathlib

open Finset Topology

namespace CuspedBandSampling

noncomputable section

/-- The cusped band: `k (1 - k)` on the zone `0 ≤ k ≤ 1`, continued periodically,
with `k` in units of the reciprocal lattice vector. -/
def band (k : ℝ) : ℝ := Int.fract k * (1 - Int.fract k)

/-- The average of `g` over the `N` grid points `(r + s) / N`, `r < N`, with offset `s`,
for `N ≥ 1`. -/
def gridAverage (g : ℝ → ℝ) (N : ℕ) (s : ℝ) : ℝ :=
  (∑ r ∈ range N, g ((r + s) / N)) / N

/-- The band is periodic with the period of the reciprocal lattice. -/
theorem band_add_one (k : ℝ) : band (k + 1) = band k := by
  simp only [band, Int.fract_add_one]

/-- On the closed zone `0 ≤ k ≤ 1` the band is `k (1 - k)`. -/
theorem band_eq {k : ℝ} (h0 : 0 ≤ k) (h1 : k ≤ 1) : band k = k * (1 - k) := by
  rcases h1.lt_or_eq with h | h
  · rw [band, Int.fract_eq_self.mpr ⟨h0, h⟩]
  · subst h
    simp [band]

/-- The band has a cusp at `k = 0`: its slope is `1` from the right and `-1` from the left. -/
theorem band_cusp :
    HasDerivWithinAt band 1 (Set.Ici 0) 0 ∧ HasDerivWithinAt band (-1) (Set.Iic 0) 0 := by
  constructor
  · have h : HasDerivAt (fun k : ℝ => k * (1 - k)) 1 0 :=
      ((hasDerivAt_id' (0 : ℝ)).fun_mul ((hasDerivAt_id' (0 : ℝ)).const_sub 1)).congr_deriv
        (by norm_num)
    refine h.hasDerivWithinAt.congr_of_eventuallyEq ?_ (band_eq le_rfl zero_le_one)
    filter_upwards [self_mem_nhdsWithin,
      mem_nhdsWithin_of_mem_nhds (Iio_mem_nhds (zero_lt_one' ℝ))] with k hk0 hk1
    exact band_eq hk0 (le_of_lt hk1)
  · -- to the left of the zone boundary the band is the previous parabola
    have hleft : ∀ k : ℝ, -1 ≤ k → k ≤ 0 → band k = (k + 1) * (-k) := by
      intro k h1 h0
      rw [← band_add_one k, band_eq (by linarith) (by linarith)]
      ring
    have h : HasDerivAt (fun k : ℝ => (k + 1) * (-k)) (-1) 0 :=
      (((hasDerivAt_id' (0 : ℝ)).add_const 1).fun_mul
        (hasDerivAt_id' (0 : ℝ)).fun_neg).congr_deriv (by norm_num)
    refine h.hasDerivWithinAt.congr_of_eventuallyEq ?_ (hleft 0 (by norm_num) le_rfl)
    filter_upwards [self_mem_nhdsWithin,
      mem_nhdsWithin_of_mem_nhds (Ioi_mem_nhds (show (-1 : ℝ) < 0 by norm_num))] with k hk0 hk1
    exact hleft k (le_of_lt hk1) hk0

/-- The integral of the band over the zone is `1/6`. -/
theorem integral_band : ∫ k in (0 : ℝ)..1, band k = 1 / 6 := by
  have h : ∫ k in (0 : ℝ)..1, band k = ∫ k in (0 : ℝ)..1, (k - k ^ 2) := by
    apply intervalIntegral.integral_congr
    intro k hk
    rw [Set.uIcc_of_le zero_le_one] at hk
    change band k = k - k ^ 2
    rw [band_eq hk.1 hk.2]
    ring
  rw [h, intervalIntegral.integral_sub (Continuous.intervalIntegrable (by fun_prop) _ _)
    (Continuous.intervalIntegrable (by fun_prop) _ _), integral_id, integral_pow]
  norm_num

/-- Closed form of the sum of `(r + s) (M - (r + s))` over `r < n`. -/
theorem sum_parabola (M s : ℝ) (n : ℕ) :
    ∑ r ∈ range n, ((r : ℝ) + s) * (M - (r + s)) =
      M * (n * (n - 1) / 2 + n * s)
        - (n * (n - 1) * (2 * n - 1) / 6 + s * n * (n - 1) + n * s ^ 2) := by
  induction n with
  | zero => simp
  | succ n ih =>
    rw [sum_range_succ, ih]
    push_cast
    ring

/-- For `N ≥ 1` points and an offset `0 ≤ s ≤ 1`, the grid average of the band differs
from `1/6` by `(band s - 1/6) / N²`. -/
theorem gridAverage_band {N : ℕ} (hN : 1 ≤ N) {s : ℝ} (h0 : 0 ≤ s) (h1 : s ≤ 1) :
    gridAverage band N s = 1 / 6 + (band s - 1 / 6) / (N : ℝ) ^ 2 := by
  have hpos : (0 : ℝ) < N := by exact_mod_cast hN
  have hne : (N : ℝ) ≠ 0 := hpos.ne'
  -- every grid point lies in the zone, where the band is a parabola
  have h : ∑ r ∈ range N, band (((r : ℝ) + s) / N) =
      (∑ r ∈ range N, ((r : ℝ) + s) * (N - (r + s))) / (N : ℝ) ^ 2 := by
    rw [sum_div]
    apply sum_congr rfl
    intro r hr
    have hr' : (r : ℝ) + 1 ≤ N := by exact_mod_cast mem_range.mp hr
    rw [band_eq (by positivity) ((div_le_one hpos).2 (by linarith)),
      one_sub_div hne, div_mul_div_comm, sq]
  rw [gridAverage, h, sum_parabola, band_eq h0 h1]
  field_simp
  ring

/-- With `N ≥ 1` points, the grid `r/N` gives `1/6 - 1/(6N²)` and the half-shifted grid
`(r + 1/2)/N` gives `1/6 + 1/(12N²)`. -/
theorem gridAverage_two_grids {N : ℕ} (hN : 1 ≤ N) :
    gridAverage band N 0 = 1 / 6 - 1 / (6 * (N : ℝ) ^ 2) ∧
      gridAverage band N (1 / 2) = 1 / 6 + 1 / (12 * (N : ℝ) ^ 2) := by
  constructor
  · rw [gridAverage_band hN le_rfl zero_le_one, band_eq le_rfl zero_le_one]
    ring
  · rw [gridAverage_band hN (by norm_num) (by norm_num), band_eq (by norm_num) (by norm_num)]
    ring

/-- For every `N ≥ 1`, weight `1/3` on the unshifted grid and `2/3` on the half-shifted grid
give the zone integral of the cusped band exactly. -/
theorem two_grid_exact {N : ℕ} (hN : 1 ≤ N) :
    1 / 3 * gridAverage band N 0 + 2 / 3 * gridAverage band N (1 / 2) =
      ∫ k in (0 : ℝ)..1, band k := by
  rw [(gridAverage_two_grids hN).1, (gridAverage_two_grids hN).2, integral_band]
  ring

/-- For `N ≥ 1`, mixing the unshifted and half-shifted grids with weights `w` and `1 - w`
gives the zone integral of the band only for `w = 1/3`. -/
theorem weight_unique {N : ℕ} (hN : 1 ≤ N) (w : ℝ)
    (h : w * gridAverage band N 0 + (1 - w) * gridAverage band N (1 / 2) =
      ∫ k in (0 : ℝ)..1, band k) : w = 1 / 3 := by
  have hne : (N : ℝ) ≠ 0 := by
    have : (0 : ℝ) < N := by exact_mod_cast hN
    exact this.ne'
  rw [(gridAverage_two_grids hN).1, (gridAverage_two_grids hN).2, integral_band] at h
  -- the residual error is proportional to `1 - 3 w`
  have hw : (1 - 3 * w) * ((N : ℝ) ^ 2)⁻¹ = 0 := by linear_combination 12 * h
  have hz := (mul_eq_zero.mp hw).resolve_right (inv_ne_zero (pow_ne_zero 2 hne))
  linarith

/-- For `N ≥ 1` and an offset `0 ≤ s ≤ 1`, a single grid gives the zone integral of the band
exactly if and only if `s = 1/2 - √3/6` or `s = 1/2 + √3/6`. -/
theorem single_grid_exact_iff {N : ℕ} (hN : 1 ≤ N) {s : ℝ} (h0 : 0 ≤ s) (h1 : s ≤ 1) :
    gridAverage band N s = ∫ k in (0 : ℝ)..1, band k ↔
      s = 1 / 2 - √3 / 6 ∨ s = 1 / 2 + √3 / 6 := by
  have hne : (N : ℝ) ≠ 0 := by
    have : (0 : ℝ) < N := by exact_mod_cast hN
    exact this.ne'
  have hq : √(3 : ℝ) ^ 2 = 3 := Real.sq_sqrt (by norm_num)
  rw [gridAverage_band hN h0 h1, integral_band, band_eq h0 h1]
  constructor
  · intro h
    have hd : (s * (1 - s) - 1 / 6) / (N : ℝ) ^ 2 = 0 := by linarith
    have hs := (div_eq_zero_iff.mp hd).resolve_right (pow_ne_zero 2 hne)
    -- factor the quadratic condition on the offset
    have hf : (s - (1 / 2 - √3 / 6)) * (s - (1 / 2 + √3 / 6)) = 0 := by
      linear_combination -hs - hq / 36
    rcases mul_eq_zero.mp hf with h | h
    · left; linarith
    · right; linarith
  · intro h
    have hs : s * (1 - s) - 1 / 6 = 0 := by
      rcases h with h | h <;> rw [h] <;> linear_combination -hq / 36
    rw [hs, zero_div, add_zero]

end

end CuspedBandSampling
```

```lean
#print axioms CuspedBandSampling.band_cusp
-- 'CuspedBandSampling.band_cusp' depends on axioms: [propext, Classical.choice, Quot.sound]
#print axioms CuspedBandSampling.two_grid_exact
-- 'CuspedBandSampling.two_grid_exact' depends on axioms: [propext, Classical.choice, Quot.sound]
#print axioms CuspedBandSampling.weight_unique
-- 'CuspedBandSampling.weight_unique' depends on axioms: [propext, Classical.choice, Quot.sound]
#print axioms CuspedBandSampling.single_grid_exact_iff
-- 'CuspedBandSampling.single_grid_exact_iff' depends on axioms: [propext, Classical.choice, Quot.sound]
```

## Where each step of the derivation appears

**The band.** `band_add_one` is periodicity. `band_eq` identifies the band with the parabola on the closed zone. The endpoint \(k=1\) is treated separately, because its fractional part is 0; both expressions vanish there.

`band_cusp` differentiates two polynomials by the product rule: \(k(1-k)\) on the right and \((k+1)(-k)\), the parabola of the previous zone, on the left. The band equals the relevant polynomial on each side close to 0, and `congr_of_eventuallyEq` transfers the derivative. The averaging theorems do not use this result.

**The integral.** `integral_band` replaces the band by \(k-k^2\) through `intervalIntegral.integral_congr`, then integrates the two powers.

**The sum.** `sum_parabola` evaluates the sum by induction on the number of terms `n`. The constant `M` in the summand is kept separate from `n`: in the grid sum both equal \(N\), but the induction must add terms while the summand stays fixed.

`gridAverage_band` first checks that each grid point lies in the zone, which is where `h0`, `h1` and \(r+1\le N\) enter. It takes the common factor \(1/N^2\) out of the sum, inserts `sum_parabola` with `M` and `n` both equal to \(N\), writes `band s` as \(s(1-s)\), again by `h0` and `h1`, and leaves the cancellation of the \(N^2\) terms to `field_simp` and `ring`.

**The consequences.** `gridAverage_two_grids` puts \(s=0\) and \(s=1/2\) into the error law, and `two_grid_exact` adds the results with their weights. In `weight_unique`, the assumed equality is multiplied by 12 to give \((1-3w)/N^2=0\); since \(N\ne0\), the first factor must vanish.

`single_grid_exact_iff` reduces exactness to \(s(1-s)-1/6=0\). In the forward direction it factors the quadratic as

\[
\left(s-\tfrac12+\tfrac{\sqrt3}6\right)\left(s-\tfrac12-\tfrac{\sqrt3}6\right)=0,
\]

using \((\sqrt3)^2=3\), the hypothesis `hq`. In the reverse direction it substitutes each root and finds that the error term is zero.
